# The derivative of sin u / u, including its zero slope at the origin

The function sin u / u, familiar in physics as the spherical Bessel function of order zero, is taken here for a dimensionless real variable u and given the value 1 at u = 0. The theorem `hasDerivAt_cardinalSine` states that it is differentiable at every real u, with derivative (u cos u − sin u) / u² away from the origin and 0 at the origin. Away from the origin the proof uses the quotient rule. At the origin it uses an earlier lemma, which asks that the function differ from its value 1 by at most u² when |u| ≤ 1, and for u ≠ 0 this comes down to |sin u − u| ≤ |u|³, to be drawn from a Taylor bound for the sine.

In Lean, a first try:

```lean
import Mathlib

open Filter Topology Asymptotics

namespace HasDerivAtCardinalSine

noncomputable section

/-- The dimensionless sine quotient `sin u / u`, with the value `1` at `u = 0`. -/
def cardinalSine (u : ℝ) : ℝ := if u = 0 then 1 else Real.sin u / u

/-- The closed formula for the slope of the sine quotient, with the value `0` at `u = 0`. -/
def sincSlope (u : ℝ) : ℝ :=
  if u = 0 then 0 else (u * Real.cos u - Real.sin u) / u ^ 2

/-- A function that follows a straight line of slope `c` near the origin, up to a quadratic
error, has derivative `c` there. -/
theorem hasDerivAt_zero_of_quadratic {f : ℝ → ℝ} {c C : ℝ}
    (hf : ∀ u, |u| ≤ 1 → |f u - f 0 - c * u| ≤ C * u ^ 2) : HasDerivAt f c 0 := by
  rw [hasDerivAt_iff_isLittleO]
  have hO : (fun u : ℝ => f u - f 0 - (u - 0) • c) =O[𝓝 0] fun u : ℝ => u ^ 2 := by
    apply IsBigO.of_bound C
    filter_upwards [Metric.closedBall_mem_nhds (0 : ℝ) one_pos] with u hu
    have hu' : |u| ≤ 1 := by simpa [Real.dist_eq] using hu
    have e : f u - f 0 - (u - 0) • c = f u - f 0 - c * u := by
      rw [smul_eq_mul]; ring
    rw [e, Real.norm_eq_abs, Real.norm_eq_abs, abs_of_nonneg (sq_nonneg u)]
    exact hf u hu'
  have ho : (fun u : ℝ => u ^ 2) =o[𝓝 0] fun u : ℝ => u - 0 := by
    simpa only [sub_zero] using isLittleO_pow_id (𝕜 := ℝ) one_lt_two
  exact hO.trans_isLittleO ho

/-- The sine quotient is differentiable everywhere, the origin included, with the stated slope. -/
theorem hasDerivAt_cardinalSine (u : ℝ) : HasDerivAt cardinalSine (sincSlope u) u := by
  by_cases hu : u = 0
  · subst hu
    rw [sincSlope, if_pos rfl]
    apply hasDerivAt_zero_of_quadratic (C := 1)
    intro u hu
    by_cases h0 : u = 0
    · simp [h0]
    have e : cardinalSine u - cardinalSine 0 - 0 * u = (Real.sin u - u) / u := by
      rw [cardinalSine, cardinalSine, if_neg h0, if_pos rfl, sub_div, div_self h0]
      ring
    have e3 : 1 * u ^ 2 * |u| = |u| ^ 3 := by rw [← sq_abs u]; ring
    rw [e, abs_div, div_le_iff₀ (abs_pos.mpr h0), e3]
    -- Taylor bound for the sine
    have b := abs_le.mp (Real.sin_bound hu)
    have c := abs_le.mp (abs_pow u 3).le
    have d : |u| ^ 4 ≤ |u| ^ 3 := pow_le_pow_of_le_one (abs_nonneg u) hu (by norm_num)
    have p : 0 ≤ |u| ^ 3 := by positivity
    exact abs_le.mpr ⟨by linarith [b.1, c.2], by linarith [b.2, c.1]⟩
  · have q := (Real.hasDerivAt_sin u).fun_div (hasDerivAt_id' u) hu
    have q' := q.congr_of_eventuallyEq (f₁ := cardinalSine) (by
      filter_upwards [isOpen_ne.mem_nhds hu] with v hv
      exact if_neg hv)
    refine q'.congr_deriv ?_
    rw [sincSlope, if_neg hu]
    ring

end

end HasDerivAtCardinalSine
```

Lean reports:

```
Main.lean:52:25: error: linarith failed to find a contradiction
u : ℝ
hu : |u| ≤ 1
h0 : ¬u = 0
e : cardinalSine u - cardinalSine 0 - 0 * u = (Real.sin u - u) / u
e3 : 1 * u ^ 2 * |u| = |u| ^ 3
b : -(|u| ^ 5 / 100) ≤ Real.sin u - (u - u ^ 3 / 6) ∧ Real.sin u - (u - u ^ 3 / 6) ≤ |u| ^ 5 / 100
c : -|u| ^ 3 ≤ u ^ 3 ∧ u ^ 3 ≤ |u| ^ 3
d : |u| ^ 4 ≤ |u| ^ 3
p : 0 ≤ |u| ^ 3
a✝ : Real.sin u - u < -|u| ^ 3
⊢ False
failed
Main.lean:52:49: error: linarith failed to find a contradiction
u : ℝ
hu : |u| ≤ 1
h0 : ¬u = 0
e : cardinalSine u - cardinalSine 0 - 0 * u = (Real.sin u - u) / u
e3 : 1 * u ^ 2 * |u| = |u| ^ 3
b : -(|u| ^ 5 / 100) ≤ Real.sin u - (u - u ^ 3 / 6) ∧ Real.sin u - (u - u ^ 3 / 6) ≤ |u| ^ 5 / 100
c : -|u| ^ 3 ≤ u ^ 3 ∧ u ^ 3 ≤ |u| ^ 3
d : |u| ^ 4 ≤ |u| ^ 3
p : 0 ≤ |u| ^ 3
a✝ : |u| ^ 3 < Real.sin u - u
⊢ False
failed
```

Diagnosis. Both errors come from the last step at the origin, where `linarith` has to prove the lower and upper halves of |sin u − u| ≤ |u|³. Each message shows the negation of one half as the last hypothesis, from which `linarith` found no contradiction.

The Taylor bound `b`, obtained from `Real.sin_bound`, has the error term |u|⁵/100, but the auxiliary fact `d` compares |u|⁴ with |u|³. `linarith` does linear arithmetic and treats these powers as separate unknowns, so it does not work out for itself that |u|⁵ ≤ |u|³ when |u| ≤ 1. With nothing to limit |u|⁵ from above, the error term could be as large as it liked, and neither half followed.

The repair changes the exponent in `d` from 4 to 5. The same proof of `d` still works, since |u| ≤ 1 and 3 ≤ 5. The error is now at most |u|³/100, and the cubic Taylor term is at most |u|³/6 in size by `c`. Together they stay below |u|³, which is nonnegative by `p`, so both calls succeed.

This version goes through:

```diff
@@ -48,5 +48,5 @@
     have b := abs_le.mp (Real.sin_bound hu)
     have c := abs_le.mp (abs_pow u 3).le
-    have d : |u| ^ 4 ≤ |u| ^ 3 := pow_le_pow_of_le_one (abs_nonneg u) hu (by norm_num)
+    have d : |u| ^ 5 ≤ |u| ^ 3 := pow_le_pow_of_le_one (abs_nonneg u) hu (by norm_num)
     have p : 0 ≤ |u| ^ 3 := by positivity
     exact abs_le.mpr ⟨by linarith [b.1, c.2], by linarith [b.2, c.1]⟩
```
